# An N-site amplitude with rank at most D ≥ 1 at every cut is a matrix product of bond dimension D

Suppose the state of a chain of $N$ sites has small Schmidt rank across every cut. Each cut then has its own short factorisation, but factorisations chosen separately need not fit together. Without a way to link them, the rank bounds would not show that the $d^N$ amplitudes, with $d$ states per site, can be stored as one chain of small tensors.

They can be linked whenever every rank is at most some $D\ge1$. The amplitudes of a finite chain can then be stored in $NdD^2+2D$ complex numbers, as a matrix product state (MPS). The same $D$ is used at every cut here, whereas simulations usually let the bond dimension vary along the chain.

```lean
import Mathlib

open Matrix

namespace MPSRepresentability

variable {N D : ℕ} {σ : Type*}
```

## Amplitudes across a cut

Number the sites $0,\dots,N-1$, as `Fin N` does. Cut $k$ separates the sites $i<k$ from the rest. A left string $a$ and a right string $b$ join to a full string $ab$.

```lean
/-- The full string obtained by joining a string on the sites before cut `k` to a string
on the remaining sites. -/
def join {k : ℕ} (a : {i : Fin N // i.val < k} → σ) (b : {i : Fin N // ¬ i.val < k} → σ) :
    Fin N → σ :=
  fun i => if h : i.val < k then a ⟨i, h⟩ else b ⟨i, h⟩
```

The amplitude $\psi$ is any complex function on full strings, normalised or not. Its matrix at cut $k$ is $M_k(a,b)=\psi(ab)$. For a nonzero state expanded in a product basis, the rank of $M_k$ is the Schmidt rank.

```lean
/-- The left-right amplitude matrix of `ψ` at cut `k`: rows are left strings, columns are
right strings. -/
def amplitudeMatrix (ψ : (Fin N → σ) → ℂ) (k : ℕ) :
    Matrix ({i : Fin N // i.val < k} → σ) ({i : Fin N // ¬ i.val < k} → σ) ℂ :=
  Matrix.of fun a b => ψ (join a b)
```

The target form, with site-dependent $D\times D$ matrices and open boundaries, is
$$\psi(s)=l^{T}A_0^{(s_0)}A_1^{(s_1)}\cdots A_{N-1}^{(s_{N-1})}r .$$
The product `⬝ᵥ` does not conjugate $l$.

```lean
/-- The open-boundary MPS amplitude `lᵀ A_0^(s_0) ⋯ A_{N-1}^(s_{N-1}) r`. -/
def mpsAmplitude (A : Fin N → σ → Matrix (Fin D) (Fin D) ℂ) (l r : Fin D → ℂ)
    (s : Fin N → σ) : ℂ :=
  l ⬝ᵥ ((List.ofFn fun i => A i (s i)).prod *ᵥ r)
```

## Moving one site across

Let $t$ be a full string and $t_{\ge k}$ its part on the sites from $k$ on. Appending $t_i$ to a left string $a$ at cut $i$ gives a left string at cut $i+1$.

```lean
/-- For `k < N`, the left string `a` at cut `k` lengthened by site `k` in local state `x`. -/
def appendSite {k : ℕ} (a : {i : Fin N // i.val < k} → σ) (x : σ) :
    {i : Fin N // i.val < k + 1} → σ :=
  fun j => if h : j.1.val < k then a ⟨j.1, h⟩ else x
```

The joined string is unchanged: $a\,t_{\ge i}=(a\,t_i)\,t_{\ge i+1}$. The proof compares the two sides at each site $j$, for $j<i$, $j=i$ and $j>i$.

```lean
/-- Moving site `i` from the right part to the left part does not change the joined string. -/
theorem join_shift (i : Fin N) (a : {j : Fin N // j.val < i.val} → σ) (t : Fin N → σ) :
    join a (fun j => t j.1) = join (appendSite a (t i)) (fun j => t j.1) := by
  funext j
  by_cases h1 : j.val < i.val
  · have h2 : j.val < i.val + 1 := by omega
    simp only [join, appendSite, dif_pos h1, dif_pos h2]
  · by_cases h2 : j.val < i.val + 1
    · have e : t j = t i := congrArg t (Fin.ext (by omega))
      simp only [join, appendSite, dif_neg h1, dif_pos h2, e]
    · simp only [join, dif_neg h1, dif_neg h2]
```

## A factorisation that remembers its matrix

A subspace of dimension at most $D$ is spanned by $D$ of its own vectors: take a basis and pad it with zeros.

```lean
/-- A subspace of dimension at most `D` is spanned by `D` of its vectors. -/
theorem exists_spanning_family {V : Type*} [AddCommGroup V] [Module ℂ V]
    [FiniteDimensional ℂ V] (W : Submodule ℂ V) (h : Module.finrank ℂ W ≤ D) :
    ∃ χ : Fin D → V, (∀ i, χ i ∈ W) ∧ ∀ w ∈ W, ∃ c : Fin D → ℂ, ∑ i, c i • χ i = w := by
  obtain ⟨m, rfl⟩ := Nat.exists_eq_add_of_le h
  let b := Module.finBasis ℂ W
  -- a basis of `W`, padded with zero vectors
  refine ⟨Fin.append (fun i => (b i : V)) (fun _ => 0), fun i => ?_, fun w hw =>
    ⟨Fin.append (fun i => b.repr ⟨w, hw⟩ i) (fun _ => 0), ?_⟩⟩
  · induction i using Fin.addCases with
    | left j => rw [Fin.append_left]; exact (b j).2
    | right j => rw [Fin.append_right]; exact W.zero_mem
  · rw [Fin.sum_univ_add]
    simp only [Fin.append_left, Fin.append_right, smul_zero, Finset.sum_const_zero, add_zero]
    simpa only [map_sum, map_smul, Submodule.subtype_apply] using
      congrArg W.subtype (b.sum_repr ⟨w, hw⟩)
```

Apply this to the row space of $M$, written in Lean as the range of $M^T$. Let the spanning vectors be the rows of $Y$. Each row of $M$ is a combination of them, and each of them is a combination of rows of $M$:
$$M=XY,\qquad Y=ZM .$$
The two uses of `choose` that follow `exists_spanning_family` pick the coefficients $Z$ and $X$.

The derivation fails if one keeps only $M=XY$. For $\psi=0$ one may take $X=0$ and any $Y$ at each cut, and then $Y$ at one cut need not be obtainable from $Y$ at the next. The relation $Y=ZM$ excludes this.

```lean
/-- A matrix of rank at most `D` factors through a bond of dimension `D`, with the right
factor built from rows of the matrix itself. -/
theorem rank_factorization {L R : Type*} [Fintype L] [Fintype R] (M : Matrix L R ℂ)
    (h : M.rank ≤ D) :
    ∃ (X : Matrix L (Fin D) ℂ) (Y : Matrix (Fin D) R ℂ) (Z : Matrix (Fin D) L ℂ),
      M = X * Y ∧ Y = Z * M := by
  classical
  have hW : Module.finrank ℂ (LinearMap.range Mᵀ.mulVecLin) ≤ D := by
    rw [← M.rank_transpose] at h
    exact h
  obtain ⟨χ, hχ, hspan⟩ := exists_spanning_family _ hW
  choose z hz using fun i => LinearMap.mem_range.mp (hχ i)
  have hrow : ∀ a, M a ∈ LinearMap.range Mᵀ.mulVecLin := by
    intro a
    refine ⟨fun a' => if a' = a then 1 else 0, ?_⟩
    funext b
    change ∑ a', M a' b * (if a' = a then 1 else 0) = M a b
    simp
  choose c hc using fun a => hspan (M a) (hrow a)
  refine ⟨Matrix.of c, Matrix.of χ, Matrix.of z, ?_, ?_⟩
  · ext a b
    have := congrFun (hc a) b
    simpa [Matrix.mul_apply, Finset.sum_apply] using this.symm
  · ext i b
    have e : χ i b = ∑ a, M a b * z i a := (congrFun (hz i) b).symm
    rw [Matrix.mul_apply]
    exact e.trans (Finset.sum_congr rfl fun a _ => mul_comm _ _)
```

## Chaining the cuts

If vectors satisfy $v_i=B_iv_{i+1}$ for every site $i$, then induction on $N$ gives
$$v_0=B_0B_1\cdots B_{N-1}v_N .$$

```lean
/-- If each site matrix carries the bond vector at its right to the one at its left, then the
ordered product carries the last bond vector to the first. -/
theorem transfer (B : Fin N → Matrix (Fin D) (Fin D) ℂ) (v : ℕ → Fin D → ℂ)
    (h : ∀ i : Fin N, v i.val = B i *ᵥ v (i.val + 1)) :
    v 0 = (List.ofFn B).prod *ᵥ v N := by
  induction N generalizing v with
  | zero => simp
  | succ n ih =>
    have e : v 1 = (List.ofFn fun i : Fin n => B i.succ).prod *ᵥ v (n + 1) :=
      ih (fun i => B i.succ) (fun k => v (k + 1)) (fun i => h i.succ)
    rw [List.ofFn_succ, List.prod_cons, ← Matrix.mulVec_mulVec, ← e]
    exact h 0
```

Now factor every $M_k$ as $X_kY_k$ with $Y_k=Z_kM_k$. The theorem assumes the rank bound only for $0<k<N$. At the ends, $M_0$ has a single row and $M_N$ a single column, so their ranks are at most $1\le D$. For $N\le1$ there is no interior cut, and $D=0$ would allow only $\psi=0$.

Moving site $i$ across the cut gives
$$\begin{aligned}
Y_i(\alpha,t_{\ge i})&=\sum_a Z_i(\alpha,a)\,M_{i+1}(a\,t_i,\,t_{\ge i+1})\\
&=\sum_\beta A_i^{(t_i)}(\alpha,\beta)\,Y_{i+1}(\beta,t_{\ge i+1}),
\end{aligned}$$
$$A_i^{(x)}(\alpha,\beta)=\sum_a Z_i(\alpha,a)\,X_{i+1}(a\,x,\beta).$$

This is `hstep`, with $v_k(\alpha)=Y_k(\alpha,t_{\ge k})$. With $\varnothing$ the empty string, set $l_\alpha=X_0(\varnothing,\alpha)$ and $r_\alpha=Y_N(\alpha,\varnothing)$. Then $\psi(t)=l^Tv_0$ and $v_N=r$, and `transfer` supplies the product between them.

In words, `exists_mps` says that for a finite local alphabet `σ` there are tensors `A` and vectors `l`, `r`, chosen once, that reproduce $\psi$ on every string. It concerns exact rank, and gives no error bound for discarding small singular values.

```lean
/-- If the amplitude matrix of `ψ` has rank at most `D` at every interior cut, with `D ≥ 1`,
then `ψ` is an open-boundary MPS with `D × D` site tensors. -/
theorem exists_mps [Fintype σ] (ψ : (Fin N → σ) → ℂ) (hD : 1 ≤ D)
    (hrank : ∀ k, 0 < k → k < N → (amplitudeMatrix ψ k).rank ≤ D) :
    ∃ (A : Fin N → σ → Matrix (Fin D) (Fin D) ℂ) (l r : Fin D → ℂ),
      ∀ s, ψ s = mpsAmplitude A l r s := by
  -- the end cuts have a single row or a single column
  have hr : ∀ k, (amplitudeMatrix ψ k).rank ≤ D := by
    intro k
    rcases Nat.eq_zero_or_pos k with rfl | hk
    · exact ((Matrix.rank_le_card_height _).trans (Fintype.card_le_one_iff_subsingleton.mpr
        ⟨fun a b => funext fun i => absurd i.2 (Nat.not_lt_zero _)⟩)).trans hD
    · by_cases hN : k < N
      · exact hrank k hk hN
      · exact ((Matrix.rank_le_card_width _).trans (Fintype.card_le_one_iff_subsingleton.mpr
          ⟨fun a b => funext fun i => absurd (by have := i.1.isLt; omega) i.2⟩)).trans hD
  choose X Y Z hXY hZ using fun k => rank_factorization (amplitudeMatrix ψ k) (hr k)
  let A : Fin N → σ → Matrix (Fin D) (Fin D) ℂ := fun i x =>
    Matrix.of fun α β => ∑ a, Z i.val α a * X (i.val + 1) (appendSite a x) β
  let a₀ : {i : Fin N // i.val < 0} → σ := fun i => absurd i.2 (Nat.not_lt_zero _)
  let b₀ : {i : Fin N // ¬ i.val < N} → σ := fun i => absurd i.1.isLt i.2
  let l : Fin D → ℂ := fun α => X 0 a₀ α
  let r : Fin D → ℂ := fun α => Y N α b₀
  refine ⟨A, l, r, fun t => ?_⟩
  let v : ℕ → Fin D → ℂ := fun k α => Y k α (fun j => t j.1)
  -- one site tensor moves the cut by one site
  have hstep : ∀ i : Fin N, v i.val = A i (t i) *ᵥ v (i.val + 1) := by
    intro i
    funext α
    calc Y i.val α (fun j => t j.1)
        = ∑ a, Z i.val α a * amplitudeMatrix ψ i.val a (fun j => t j.1) := by
          conv_lhs => rw [hZ, Matrix.mul_apply]
      _ = ∑ a, Z i.val α a * ∑ β, X (i.val + 1) (appendSite a (t i)) β *
            Y (i.val + 1) β (fun j => t j.1) := by
          refine Finset.sum_congr rfl fun a _ => ?_
          rw [← Matrix.mul_apply, ← hXY]
          exact congrArg (fun s => Z i.val α a * ψ s) (join_shift i a t)
      _ = (A i (t i) *ᵥ v (i.val + 1)) α := by
          simp only [A, v, Matrix.mulVec, dotProduct, Matrix.of_apply, Finset.mul_sum,
            Finset.sum_mul]
          rw [Finset.sum_comm]
          simp only [mul_assoc]
  have h := transfer (fun i => A i (t i)) v hstep
  have hN : v N = r := funext fun α =>
    congrArg (Y N α) (funext fun i => absurd i.1.isLt i.2)
  have h0 : ψ t = l ⬝ᵥ v 0 := by
    have e : ψ t = amplitudeMatrix ψ 0 a₀ (fun j => t j.1) :=
      congrArg ψ (funext fun j => by simp only [join, dif_neg (Nat.not_lt_zero j.val)])
    rw [e, hXY, Matrix.mul_apply]
    rfl
  have h1 : l ⬝ᵥ v 0 = l ⬝ᵥ ((List.ofFn fun i => A i (t i)).prod *ᵥ r) := by
    rw [h, hN]
  exact h0.trans h1
```

## Rank one, and no rank assumption

For $D=1$ the matrices are numbers, so $\psi(s)=c\prod_i f_i(s_i)$ with $c=l_0r_0$. A nonzero $\psi$ of this kind is an unentangled product state. The inner induction `key` turns the product of $1\times1$ matrices into a product of their entries.

```lean
/-- If the amplitude matrix has rank at most one at every interior cut, the amplitude is a
constant times a product of single-site functions. -/
theorem product_of_rank_le_one [Fintype σ] (ψ : (Fin N → σ) → ℂ)
    (hrank : ∀ k, 0 < k → k < N → (amplitudeMatrix ψ k).rank ≤ 1) :
    ∃ (c : ℂ) (f : Fin N → σ → ℂ), ∀ s, ψ s = c * ∏ i, f i (s i) := by
  obtain ⟨A, l, r, h⟩ := exists_mps ψ le_rfl hrank
  -- a product of 1 × 1 matrices is a product of numbers
  have key : ∀ (n : ℕ) (B : Fin n → Matrix (Fin 1) (Fin 1) ℂ),
      (List.ofFn B).prod 0 0 = ∏ i, B i 0 0 := by
    intro n
    induction n with
    | zero => intro B; simp
    | succ n ih =>
      intro B
      rw [List.ofFn_succ, List.prod_cons, Matrix.mul_apply, Fin.sum_univ_one, ih,
        Fin.prod_univ_succ]
  refine ⟨l 0 * r 0, fun i x => A i x 0 0, fun s => ?_⟩
  rw [h s]
  simp only [mpsAmplitude, Matrix.mulVec, dotProduct, Fin.sum_univ_one, key]
  ring
```

For arbitrary $\psi$ and $d\ge1$, $M_k$ has $d^k$ rows and $d^{N-k}$ columns. The smaller number is at most $d^{\lfloor N/2\rfloor}$, which therefore suffices as bond dimension. The proof counts left strings when $k\le\lfloor N/2\rfloor$ and right strings otherwise. For $d\ge2$ this bound grows exponentially with $N$. With $D$ this large, the $NdD^2+2D$ stored numbers outnumber the $d^N$ amplitudes; smaller ranks allow a smaller $D$.

```lean
/-- Every amplitude on `N` sites of local dimension `d ≥ 1` is an open-boundary MPS of bond
dimension `d ^ ⌊N/2⌋`. -/
theorem exists_mps_half_chain [Fintype σ] [Nonempty σ] (ψ : (Fin N → σ) → ℂ) :
    ∃ (A : Fin N → σ → Matrix (Fin (Fintype.card σ ^ (N / 2)))
        (Fin (Fintype.card σ ^ (N / 2))) ℂ) (l r : Fin (Fintype.card σ ^ (N / 2)) → ℂ),
      ∀ s, ψ s = mpsAmplitude A l r s := by
  have hd : 0 < Fintype.card σ := Fintype.card_pos
  refine exists_mps ψ (Nat.pow_pos hd) fun k _ hkN => ?_
  -- the shorter side of the cut bounds the rank
  by_cases hk : k ≤ N / 2
  · have hc : Fintype.card {i : Fin N // i.val < k} ≤ k := by
      simpa only [Fintype.card_fin] using Fintype.card_le_of_injective
        (fun i : {i : Fin N // i.val < k} => (⟨i.1.val, i.2⟩ : Fin k))
        (fun i j hij => Subtype.ext (Fin.ext (by
          have e := congrArg Fin.val hij
          exact e)))
    refine (Matrix.rank_le_card_height _).trans ?_
    rw [Fintype.card_fun]
    exact Nat.pow_le_pow_right hd (hc.trans hk)
  · have hc : Fintype.card {i : Fin N // ¬ i.val < k} ≤ N - k := by
      simpa only [Fintype.card_fin] using Fintype.card_le_of_injective
        (fun i : {i : Fin N // ¬ i.val < k} =>
          (⟨i.1.val - k, by have := i.1.isLt; omega⟩ : Fin (N - k)))
        (fun i j hij => Subtype.ext (Fin.ext (by
          have e : i.1.val - k = j.1.val - k := congrArg Fin.val hij
          have hi := i.2
          have hj := j.2
          omega)))
    refine (Matrix.rank_le_card_width _).trans ?_
    rw [Fintype.card_fun]
    exact Nat.pow_le_pow_right hd (hc.trans (by omega))

end MPSRepresentability
```

```lean
#print axioms MPSRepresentability.product_of_rank_le_one
-- 'MPSRepresentability.product_of_rank_le_one' depends on axioms: [propext, Classical.choice, Quot.sound]
#print axioms MPSRepresentability.exists_mps_half_chain
-- 'MPSRepresentability.exists_mps_half_chain' depends on axioms: [propext, Classical.choice, Quot.sound]
```
